# The free Gaussian packet solves the one-dimensional Schrödinger equation and spreads at constant norm

When a free electron is propagated on a grid without absorbing boundaries, the box should be long enough to hold the packet at the last time step. For a Gaussian that starts at rest, the width at that time has a closed form. It is derived below from an explicit wave function, which is first checked to solve the Schrödinger equation. The same formulas give reference values for a propagator run with the potential switched off, for one particle in one dimension. Such a run replaces the infinite line by a finite box with grid points and advances in finite time steps; the errors that this can bring are not estimated here.

```lean
import Mathlib

open Complex MeasureTheory

namespace SpreadingPacket

noncomputable section
```

Units are $\hbar=m=1$; to restore them, read $t$ as $\hbar t/m$. Let $a>0$ be a real parameter with the dimension of a squared length, and write

$$z=a+it .$$

In Lean, $z$ is `spread a t`. Despite its name it is a complex squared width and not the standard deviation of the position; part (i) gives the relation between the two.

```lean
/-- The complex squared width `a + i t` of a free Gaussian packet at time `t`. -/
def spread (a t : ℝ) : ℂ := a + t * I
```

The wave function at position $x$ and time $t$ is

$$\psi(x,t)=z^{-1/2}\,e^{-x^2/(2z)},$$

with the principal branch of the power. At $t=0$ it is the real Gaussian $a^{-1/2}e^{-x^2/(2a)}$. It is not normalised in general; part (g) supplies the factor. Lean takes the arguments in the order `packet a x t`, so `packet a` is a function of position and time.

```lean
/-- The free Gaussian packet `(a + i t)^(-1/2) exp(-x² / (2 (a + i t)))`, principal branch,
for `a > 0`. -/
def packet (a x t : ℝ) : ℂ :=
  spread a t ^ (-(1 / 2) : ℂ) * Complex.exp (-(x : ℂ) ^ 2 / (2 * spread a t))
```

To solve the free Schrödinger equation means here that $\psi_t$, $\psi_x$ and $\psi_{xx}$ exist at every real $x$ and $t$ and satisfy $i\psi_t=-\tfrac12\psi_{xx}$. The predicate `SolvesFree` asks for three functions with these roles. Each `HasDerivAt` says that the derivative exists and has the given value. The predicate does not say that the solution is the only one with its initial values.

```lean
/-- `ψ` has a time derivative and two space derivatives everywhere, and they satisfy the free
Schrödinger equation `i ψ_t = -ψ_xx / 2` (units with `ħ = m = 1`). -/
def SolvesFree (ψ : ℝ → ℝ → ℂ) : Prop :=
  ∃ ψt ψx ψxx : ℝ → ℝ → ℂ, ∀ x t : ℝ,
    HasDerivAt (fun s => ψ x s) (ψt x t) t ∧
    HasDerivAt (fun y => ψ y t) (ψx x t) x ∧
    HasDerivAt (fun y => ψx y t) (ψxx x t) x ∧
    I * ψt x t = -ψxx x t / 2
```

## (a) The complex width stays off the branch cut

**Task.** Show that for $a>0$ and every real $t$,

$$a+it\notin(-\infty,0].$$

**Solution.** The real part of $a+it$ is $a$, which is positive, while every point of the cut has real part at most zero. For $a\le 0$ the claim fails at $t=0$.

Lean's `slitPlane` is the set of complex numbers with positive real part or non-zero imaginary part. The tactic `left` selects the first alternative.

```lean
/-- For `a > 0` the complex squared width never meets the branch cut of the square root. -/
theorem spread_mem_slitPlane {a : ℝ} (ha : 0 < a) (t : ℝ) : spread a t ∈ slitPlane := by
  rw [Complex.mem_slitPlane_iff]
  left
  simpa [spread] using ha
```

## (b) A real coordinate read as a complex number

**Task.** The packet has real arguments and complex values. Show that the map taking a real $y$ to the same number in $\mathbb C$ satisfies

$$\frac{dy}{dy}=1 .$$

**Solution.** The difference quotient is $((y+h)-y)/h=1$ for every real $h\neq0$, and so is its limit.

By hand this passes unnoticed. Lean treats real and complex numbers as different types, and the chain rule in parts (c) to (e) needs the derivative of the map between them.

```lean
/-- The inclusion of the real line in the complex plane has derivative one. -/
theorem hasDerivAt_coe (x : ℝ) : HasDerivAt (fun y : ℝ => (y : ℂ)) 1 x := by
  simpa using (hasDerivAt_id x).ofReal_comp
```

## (c) The time derivative

**Task.** Show that for $a>0$

$$\psi_t=\frac i2\left(\frac{x^2}{z^2}-\frac1z\right)\psi .$$

**Solution.** Since $z_t=i$, the prefactor gives

$$\partial_t z^{-1/2}=-\tfrac12 z^{-3/2}\,i=-\frac{i}{2z}\,z^{-1/2}.$$

Part (a) allows this step, because the principal power is differentiable off the cut. The exponent gives

$$\partial_t\left(-\frac{x^2}{2z}\right)=\frac{x^2}{2z^2}\,i .$$

By the product rule $\psi_t$ is $\psi$ times the sum of $-i/(2z)$ and $ix^2/(2z^2)$, which is the claim.

In the proof `hz` is $z_t=i$, `hp` is the derivative of the prefactor and `he` that of the exponential. The rewrite with `Complex.cpow_sub` turns $z^{-1/2-1}$ into $z^{-1/2}/z$, after which `ring` compares the two sides.

```lean
/-- The time derivative of the packet, for `a > 0`. -/
theorem hasDerivAt_time {a : ℝ} (ha : 0 < a) (x t : ℝ) :
    HasDerivAt (fun s => packet a x s)
      (I / 2 * ((x : ℂ) ^ 2 / spread a t ^ 2 - 1 / spread a t) * packet a x t) t := by
  have hs := spread_mem_slitPlane ha t
  have hz0 : spread a t ≠ 0 := Complex.slitPlane_ne_zero hs
  have hz : HasDerivAt (fun s : ℝ => spread a s) I t := by
    simpa [spread] using ((hasDerivAt_coe t).mul_const I).const_add (a : ℂ)
  -- the prefactor, by the chain rule off the branch cut
  have hc : HasDerivAt (fun w : ℂ => w ^ (-(1 / 2) : ℂ))
      (-(1 / 2) * spread a t ^ (-(1 / 2) - 1 : ℂ) * 1) (spread a t) :=
    (hasDerivAt_id _).cpow_const hs
  have hp : HasDerivAt (fun s : ℝ => spread a s ^ (-(1 / 2) : ℂ))
      (-(1 / 2) * spread a t ^ (-(1 / 2) - 1 : ℂ) * 1 * I) t := hc.comp t hz
  -- the Gaussian factor
  have he := ((hasDerivAt_const t (-(x : ℂ) ^ 2)).fun_div (hz.const_mul 2)
    (mul_ne_zero two_ne_zero hz0)).cexp
  refine (hp.fun_mul he).congr_deriv ?_
  rw [Complex.cpow_sub _ _ hz0, Complex.cpow_one]
  unfold packet
  ring
```

## (d) The first space derivative

**Task.** Show that

$$\psi_x=-\frac xz\,\psi .$$

**Solution.** The prefactor does not depend on $x$, and the exponent has derivative $-2x/(2z)=-x/z$.

The proof differentiates the square, divides by the constant $2z$, exponentiates and multiplies by the prefactor. The Lean statement puts no condition on $a$; in the single case $a=t=0$ it concerns Lean's convention for division by zero and has no physical content.

```lean
/-- The first space derivative of the packet is `-x / (a + i t)` times the packet. -/
theorem hasDerivAt_space (a x t : ℝ) :
    HasDerivAt (fun y => packet a y t) (-((x : ℂ) / spread a t) * packet a x t) x := by
  have hsq : HasDerivAt (fun y : ℝ => (y : ℂ) ^ 2) (2 * (x : ℂ)) x := by
    simpa using (hasDerivAt_coe x).fun_pow 2
  have he := (hsq.fun_neg.div_const (2 * spread a t)).cexp
  refine (he.const_mul (spread a t ^ (-(1 / 2) : ℂ))).congr_deriv ?_
  unfold packet
  ring
```

## (e) The Schrödinger equation

**Task.** Show that for $a>0$, at all real $x$ and $t$,

$$i\,\psi_t=-\tfrac12\,\psi_{xx}.$$

**Solution.** Differentiate part (d) once more with the product rule:

$$\psi_{xx}=-\frac1z\,\psi-\frac xz\,\psi_x=\left(\frac{x^2}{z^2}-\frac1z\right)\psi .$$

Comparison with part (c) gives $\psi_t=\tfrac i2\psi_{xx}$. Multiplying by $i$ and using $i^2=-1$ gives the equation.

The Lean proof must name the three derivative functions. The two underscores are filled in from parts (c) and (d), and the second space derivative is written out. The first bullet is the product rule above. The second is the comparison, where `linear_combination` uses `Complex.I_sq`, the identity $i^2=-1$.

```lean
/-- For every `a > 0` the Gaussian packet solves the free Schrödinger equation at all positions
and times. -/
theorem packet_solvesFree {a : ℝ} (ha : 0 < a) : SolvesFree (packet a) := by
  refine ⟨_, _, fun x t => ((x : ℂ) ^ 2 / spread a t ^ 2 - 1 / spread a t) * packet a x t,
    fun x t => ⟨hasDerivAt_time ha x t, hasDerivAt_space a x t, ?_, ?_⟩⟩
  · refine ((((hasDerivAt_coe x).div_const (spread a t)).fun_neg).fun_mul
      (hasDerivAt_space a x t)).congr_deriv ?_
    ring
  · linear_combination (((x : ℂ) ^ 2 / spread a t ^ 2 - 1 / spread a t) * packet a x t / 2)
      * Complex.I_sq
```

## (f) The density

**Task.** Show that for $a>0$

$$|\psi(x,t)|^2=\frac{1}{\sqrt{a^2+t^2}}\,\exp\left(-\frac{a\,x^2}{a^2+t^2}\right).$$

**Solution.** The square of the prefactor is $(z^{-1/2})^2=z^{-1}$, so

$$|z^{-1/2}|^2=\frac1{|z|}=\frac1{\sqrt{a^2+t^2}} .$$

For the exponential use $|e^w|=e^{\operatorname{Re}w}$. Since $1/z=(a-it)/(a^2+t^2)$,

$$\operatorname{Re}\left(-\frac{x^2}{2z}\right)=-\frac{x^2}{2}\,\frac{a}{a^2+t^2}.$$

Squaring the modulus doubles this exponent and gives the claim.

It is easy to replace $\operatorname{Re}(1/z)$ by $1/\operatorname{Re}z$ at this point. The exponent then becomes $-x^2/a$, the packet never widens, and the integral of its density decays like $1/\sqrt{a^2+t^2}$. The constant norm in part (g) exposes the error.

In Lean the double bars `‖packet a x t‖` are the modulus. The steps `hA` and `hre` are the two displayed results for the prefactor and the exponent, and the last lines multiply them together.

```lean
/-- For `a > 0` the density is a Gaussian at every time,
`|ψ|² = (a² + t²)^(-1/2) exp(-a x² / (a² + t²))`. -/
theorem density {a : ℝ} (ha : 0 < a) (x t : ℝ) :
    ‖packet a x t‖ ^ 2 =
      (√(a ^ 2 + t ^ 2))⁻¹ * Real.exp (-(a / (a ^ 2 + t ^ 2)) * x ^ 2) := by
  have hz0 : spread a t ≠ 0 := Complex.slitPlane_ne_zero (spread_mem_slitPlane ha t)
  have hn : Complex.normSq (spread a t) = a ^ 2 + t ^ 2 := by
    simp [spread, Complex.normSq_apply]
    ring
  have hnorm : ‖spread a t‖ = √(a ^ 2 + t ^ 2) := by
    rw [← hn, ← Complex.sq_norm, Real.sqrt_sq (norm_nonneg _)]
  -- the square of the prefactor is the inverse complex width
  have e : (-(1 / 2) : ℂ) + -(1 / 2) = -1 := by norm_num
  have h : (spread a t ^ (-(1 / 2) : ℂ)) ^ 2 = (spread a t)⁻¹ := by
    rw [sq, ← Complex.cpow_add _ _ hz0, e, Complex.cpow_neg_one]
  have hA : ‖spread a t ^ (-(1 / 2) : ℂ)‖ ^ 2 = (√(a ^ 2 + t ^ 2))⁻¹ := by
    rw [← norm_pow, h, norm_inv, hnorm]
  -- only the real part of the exponent enters the density
  have hre : (-(x : ℂ) ^ 2 / (2 * spread a t)).re = -x ^ 2 / 2 * (a / (a ^ 2 + t ^ 2)) := by
    have h1 : -(x : ℂ) ^ 2 / (2 * spread a t) = ((-x ^ 2 / 2 : ℝ) : ℂ) * (spread a t)⁻¹ := by
      push_cast
      ring
    have h2 : (spread a t).re = a := by simp [spread]
    rw [h1, Complex.re_ofReal_mul, Complex.inv_re, hn, h2]
  rw [packet, norm_mul, mul_pow, hA, Complex.norm_exp, hre, sq (Real.exp _), ← Real.exp_add]
  congr 2
  ring
```

## (g) The norm is constant

**Task.** Show that for $a>0$ and every $t$

$$\int_{-\infty}^{\infty}|\psi(x,t)|^2\,dx=\sqrt{\frac{\pi}{a}} .$$

**Solution.** Set $b=a/(a^2+t^2)$. The Gaussian integral is

$$\int_{-\infty}^{\infty} e^{-bx^2}\,dx=\sqrt{\frac\pi b}=\sqrt{a^2+t^2}\,\sqrt{\frac\pi a},$$

and the prefactor of the density cancels $\sqrt{a^2+t^2}$.

The normalised packet is therefore $(a/\pi)^{1/4}\psi$, with the same factor at all times.

The proof inserts the density from part (f), takes the constant out of the integral and applies Mathlib's `integral_gaussian`. The auxiliary equation `h` rewrites $\pi/b$ as $(a^2+t^2)\,\pi/a$.

```lean
/-- For `a > 0` the integral of the density over the line is `√(π / a)` at all times. -/
theorem integral_density {a : ℝ} (ha : 0 < a) (t : ℝ) :
    ∫ x : ℝ, ‖packet a x t‖ ^ 2 = √(Real.pi / a) := by
  have hN : 0 < a ^ 2 + t ^ 2 := by positivity
  have h : Real.pi / (a / (a ^ 2 + t ^ 2)) = (a ^ 2 + t ^ 2) * (Real.pi / a) := by
    rw [div_div_eq_mul_div]
    ring
  simp_rw [density ha]
  rw [integral_const_mul, integral_gaussian, h, Real.sqrt_mul hN.le,
    inv_mul_cancel_left₀ (Real.sqrt_pos.mpr hN).ne']
```

## (h) The second moment of a Gaussian

**Task.** Show that for $b>0$

$$\int_{-\infty}^{\infty}x^2e^{-bx^2}\,dx=\frac{1}{2b}\sqrt{\frac\pi b} .$$

**Solution.** Start from the total derivative

$$\frac{d}{dx}\left(x\,e^{-bx^2}\right)=e^{-bx^2}-2b\,x^2e^{-bx^2}.$$

The function $xe^{-bx^2}$ vanishes at both ends of the line, so the right-hand side integrates to zero. Hence $2b$ times the second moment equals $\sqrt{\pi/b}$.

Here `hd` is the derivative. In place of the limits at infinity, the Mathlib lemma behind `h0` asks that both the function and its derivative be integrable. The facts `i1` and `i2` provide this for the two terms of the derivative, and the last argument of `h0` provides it for $xe^{-bx^2}$. The final `linarith` solves for the moment.

```lean
/-- The second moment of the Gaussian `exp(-b x²)` with `b > 0` is `√(π / b) / (2 b)`. -/
theorem gaussian_second_moment {b : ℝ} (hb : 0 < b) :
    ∫ x : ℝ, x ^ 2 * Real.exp (-b * x ^ 2) = √(Real.pi / b) / (2 * b) := by
  have hd : ∀ x : ℝ, HasDerivAt (fun y : ℝ => y * Real.exp (-b * y ^ 2))
      (Real.exp (-b * x ^ 2) - 2 * b * (x ^ 2 * Real.exp (-b * x ^ 2))) x := by
    intro x
    have h1 : HasDerivAt (fun y : ℝ => -b * y ^ 2) (-b * (2 * x)) x := by
      simpa using (hasDerivAt_pow 2 x).const_mul (-b)
    exact ((hasDerivAt_id' x).fun_mul h1.exp).congr_deriv (by ring)
  have i1 := integrable_exp_neg_mul_sq hb
  have i2 : Integrable (fun x : ℝ => x ^ 2 * Real.exp (-b * x ^ 2)) := by
    simpa using integrable_rpow_mul_exp_neg_mul_sq hb (s := 2) (by norm_num)
  -- a total derivative integrates to zero
  have h0 := integral_eq_zero_of_hasDerivAt_of_integrable hd
    (i1.sub (i2.const_mul (2 * b))) (integrable_mul_exp_neg_mul_sq hb)
  rw [integral_sub i1 (i2.const_mul (2 * b)), integral_const_mul, integral_gaussian] at h0
  rw [eq_div_iff (by positivity)]
  linarith
```

## (i) The spreading law

**Task.** Show that for $a>0$ the normalised mean square position is

$$\langle x^2\rangle_t=\frac{\int x^2|\psi|^2\,dx}{\int|\psi|^2\,dx}=\frac{a^2+t^2}{2a} .$$

**Solution.** With $b=a/(a^2+t^2)$ as before, both integrals contain the prefactor $1/\sqrt{a^2+t^2}$ and the factor $\sqrt{\pi/b}$. These cancel and leave

$$\langle x^2\rangle_t=\frac1{2b}=\frac{a^2+t^2}{2a}.$$

The density is even in $x$, so the mean position is zero and $\langle x^2\rangle_t$ is the variance. At $t=0$ it equals $\sigma_0^2=a/2$, which links $a$ to the usual standard deviation $\sigma_0$. In that notation the law reads

$$\sigma_t^2=\sigma_0^2+\frac{t^2}{4\sigma_0^2}.$$

A narrower start leads to faster spreading at late times, as the larger momentum uncertainty suggests. For the choice of box, $\sigma_t$ at the final time sets the length scale, and the box should extend over several multiples of it.

In the proof `e` inserts the density into the numerator, and `key` is the cancellation, with `s` for the common prefactor and `G` for the Gaussian integral. Its two conditions, that `s` and `G` are non-zero, follow from positivity.

```lean
/-- Spreading law: for `a > 0` the normalised mean square position at time `t` is
`(a² + t²) / (2 a)`. -/
theorem mean_square_position {a : ℝ} (ha : 0 < a) (t : ℝ) :
    (∫ x : ℝ, x ^ 2 * ‖packet a x t‖ ^ 2) / (∫ x : ℝ, ‖packet a x t‖ ^ 2) =
      (a ^ 2 + t ^ 2) / (2 * a) := by
  have hN : 0 < a ^ 2 + t ^ 2 := by positivity
  have hb : 0 < a / (a ^ 2 + t ^ 2) := div_pos ha hN
  have e : ∀ x : ℝ, x ^ 2 * ‖packet a x t‖ ^ 2 = (√(a ^ 2 + t ^ 2))⁻¹ *
      (x ^ 2 * Real.exp (-(a / (a ^ 2 + t ^ 2)) * x ^ 2)) := by
    intro x
    rw [density ha]
    ring
  have key : ∀ s G b : ℝ, s ≠ 0 → G ≠ 0 → s * (G / (2 * b)) / (s * G) = 1 / (2 * b) := by
    intro s G b hs hG
    rw [← mul_div_assoc, div_right_comm, div_self (mul_ne_zero hs hG)]
  simp_rw [e, density ha]
  rw [integral_const_mul, integral_const_mul, gaussian_second_moment hb, integral_gaussian,
    key _ _ _ (inv_pos.mpr (Real.sqrt_pos.mpr hN)).ne'
      (Real.sqrt_pos.mpr (div_pos Real.pi_pos hb)).ne',
    ← mul_div_assoc, one_div_div]
```

## (j) The packet of unit width parameter

**Task.** For $a=1$ the packet is $\psi=(1+it)^{-1/2}e^{-x^2/(2(1+it))}$. Show that it solves the free Schrödinger equation and that

$$|\psi|^2=\frac{e^{-x^2/(1+t^2)}}{\sqrt{1+t^2}},\qquad \int_{-\infty}^{\infty}|\psi|^2\,dx=\sqrt\pi\quad\text{for all }t .$$

**Solution.** Put $a=1$ in parts (e), (f) and (g). The normalised packet is $\pi^{-1/4}\psi$.

The Lean theorem joins the three statements by "and". Its proof supplies `one_pos`, the fact $1>0$, wherever the general results ask for $a>0$.

```lean
/-- The packet with `a = 1` solves the free Schrödinger equation, has density
`(1 + t²)^(-1/2) exp(-x² / (1 + t²))`, and the density integrates to `√π` at all times. -/
theorem unit_packet :
    SolvesFree (packet 1) ∧
    (∀ x t : ℝ, ‖packet 1 x t‖ ^ 2 =
      (√(1 + t ^ 2))⁻¹ * Real.exp (-x ^ 2 / (1 + t ^ 2))) ∧
    ∀ t : ℝ, ∫ x : ℝ, ‖packet 1 x t‖ ^ 2 = √Real.pi := by
  refine ⟨packet_solvesFree one_pos, fun x t => ?_, fun t => ?_⟩
  · have h : -(1 / (1 + t ^ 2)) * x ^ 2 = -x ^ 2 / (1 + t ^ 2) := by ring
    rw [density one_pos, one_pow, h]
  · rw [integral_density one_pos, div_one]

end

end SpreadingPacket
```

```lean
#print axioms SpreadingPacket.packet_solvesFree
-- 'SpreadingPacket.packet_solvesFree' depends on axioms: [propext, Classical.choice, Quot.sound]
#print axioms SpreadingPacket.mean_square_position
-- 'SpreadingPacket.mean_square_position' depends on axioms: [propext, Classical.choice, Quot.sound]
#print axioms SpreadingPacket.unit_packet
-- 'SpreadingPacket.unit_packet' depends on axioms: [propext, Classical.choice, Quot.sound]
```
